# Kink-number distribution of a single spin in a transverse field

To check the pair-insertion and pair-removal moves of a continuous-time world-line code for transverse-field spins, one can switch off the spin couplings and any longitudinal field, then compare each spin's kink histogram with an exact distribution. For $H=-\Gamma\sigma_x$ at inverse temperature $\beta$, with $x=\beta\Gamma>0$, the probability of $2k$ kinks is $p(2k)=x^{2k}/((2k)!\cosh x)$, with mean $x\tanh x$ and variance $x\tanh x+x^2/\cosh^2x$.

In Lean 4 with Mathlib:

```lean
import Mathlib

open scoped Nat

namespace TransverseFieldKinks

noncomputable section

/-- The Pauli matrix `σₓ`, which flips the spin. -/
def sigmaX : Matrix (Fin 2) (Fin 2) ℝ := !![0, 1; 1, 0]

/-- A single spin in a transverse field, `H = -Γ σₓ`. -/
def hamiltonian (Γ : ℝ) : Matrix (Fin 2) (Fin 2) ℝ := (-Γ) • sigmaX

/-- The partition function `Tr exp(-β H)`. -/
def partitionFunction (β Γ : ℝ) : ℝ :=
  (NormedSpace.exp ((-β) • hamiltonian Γ)).trace

/-- The normalised weight of closed world lines with `n` kinks: the term of order `n` in the
expansion of `Tr exp(-β H)`, divided by the partition function. -/
def kinkProb (β Γ : ℝ) (n : ℕ) : ℝ :=
  (((-β) • hamiltonian Γ) ^ n).trace / (n ! : ℝ) / partitionFunction β Γ

lemma neg_beta_hamiltonian (β Γ : ℝ) :
    (-β) • hamiltonian Γ = (β * Γ) • sigmaX := by
  rw [hamiltonian, smul_smul, neg_mul_neg]

lemma sigmaX_sq : sigmaX ^ 2 = 1 := by
  rw [pow_two]
  ext i j
  fin_cases i <;> fin_cases j <;> simp [sigmaX, Matrix.mul_apply, Fin.sum_univ_succ]

/-- The Boltzmann operator `exp(-β H)` has diagonal entries `cosh (βΓ)` and off-diagonal
entries `sinh (βΓ)`. -/
theorem boltzmann_operator (β Γ : ℝ) :
    NormedSpace.exp ((-β) • hamiltonian Γ) =
      !![Real.cosh (β * Γ), Real.sinh (β * Γ); Real.sinh (β * Γ), Real.cosh (β * Γ)] := by
  rw [neg_beta_hamiltonian]
  generalize β * Γ = x
  -- the columns of `A` are the eigenvectors of `σₓ`
  let A : Matrix (Fin 2) (Fin 2) ℝ := !![1, 1; 1, -1]
  let B : Matrix (Fin 2) (Fin 2) ℝ := !![1 / 2, 1 / 2; 1 / 2, -1 / 2]
  have hAB : A * B = 1 := by
    ext i j
    fin_cases i <;> fin_cases j <;>
      norm_num [A, B, Matrix.mul_apply, Fin.sum_univ_succ]
  have hBA : B * A = 1 := mul_eq_one_comm.mp hAB
  have hx : x • sigmaX = A * Matrix.diagonal ![x, -x] * B := by
    ext i j
    fin_cases i <;> fin_cases j <;>
      simp [A, B, sigmaX, Matrix.mul_apply, Fin.sum_univ_succ, Matrix.vecMul_diagonal] <;> ring
  have hconj : NormedSpace.exp (A * Matrix.diagonal ![x, -x] * B) =
      A * NormedSpace.exp (Matrix.diagonal ![x, -x]) * B :=
    Matrix.exp_units_conj ⟨A, B, hAB, hBA⟩ _
  have hD : NormedSpace.exp (Matrix.diagonal ![x, -x]) =
      Matrix.diagonal ![Real.exp x, Real.exp (-x)] := by
    rw [Matrix.exp_diagonal, Pi.exp_def]
    congr 1
    funext i
    fin_cases i <;> simp [Real.exp_eq_exp_ℝ]
  rw [hx, hconj, hD]
  ext i j
  fin_cases i <;> fin_cases j <;>
    simp [A, B, Matrix.mul_apply, Fin.sum_univ_succ, Matrix.vecMul_diagonal,
      Real.cosh_eq, Real.sinh_eq] <;> ring

/-- The partition function is `2 cosh (βΓ)`, and it is the sum of `2 (βΓ)^(2k) / (2k)!`
over the number `k` of kink pairs. -/
theorem partitionFunction_eq (β Γ : ℝ) :
    partitionFunction β Γ = 2 * Real.cosh (β * Γ) ∧
      HasSum (fun k : ℕ => 2 * ((β * Γ) ^ (2 * k) / ((2 * k)! : ℝ)))
        (partitionFunction β Γ) := by
  have h : partitionFunction β Γ = 2 * Real.cosh (β * Γ) := by
    rw [partitionFunction, boltzmann_operator, Matrix.trace_fin_two_of]
    ring
  exact ⟨h, h ▸ (Real.hasSum_cosh (β * Γ)).mul_left 2⟩

/-- The probability of any odd number of kinks is zero. -/
theorem kinkProb_odd (β Γ : ℝ) (k : ℕ) : kinkProb β Γ (2 * k + 1) = 0 := by
  have ht : sigmaX.trace = 0 := by simp [sigmaX, Matrix.trace_fin_two]
  rw [kinkProb, neg_beta_hamiltonian, smul_pow, pow_succ sigmaX, pow_mul sigmaX, sigmaX_sq,
    one_pow, one_mul, Matrix.trace_smul, ht, smul_zero, zero_div, zero_div]

/-- The probability of `2k` kinks is `(βΓ)^(2k) / ((2k)! cosh (βΓ))`. -/
theorem kinkProb_even (β Γ : ℝ) (k : ℕ) :
    kinkProb β Γ (2 * k) =
      (β * Γ) ^ (2 * k) / (((2 * k)! : ℝ) * Real.cosh (β * Γ)) := by
  have ht : (1 : Matrix (Fin 2) (Fin 2) ℝ).trace = 2 := by simp
  rw [kinkProb, neg_beta_hamiltonian, smul_pow, pow_mul sigmaX, sigmaX_sq, one_pow,
    Matrix.trace_smul, ht, (partitionFunction_eq β Γ).1, smul_eq_mul, div_div,
    show ((2 * k)! : ℝ) * (2 * Real.cosh (β * Γ)) =
      ((2 * k)! : ℝ) * Real.cosh (β * Γ) * 2 by ring]
  exact mul_div_mul_right _ _ two_ne_zero

lemma weight_succ (x : ℝ) (k : ℕ) :
    x ^ (2 * (k + 1)) / ((2 * (k + 1))! : ℝ) =
      x ^ 2 / ((2 * k + 1) * (2 * k + 2)) * (x ^ (2 * k) / ((2 * k)! : ℝ)) := by
  have hf : ((2 * k)! : ℝ) ≠ 0 := by exact_mod_cast Nat.factorial_ne_zero _
  have h1 : (2 * k + 1 : ℝ) ≠ 0 := by positivity
  have h2 : (2 * k + 2 : ℝ) ≠ 0 := by positivity
  have hfac : ((2 * (k + 1))! : ℝ) = (2 * k + 1) * (2 * k + 2) * ((2 * k)! : ℝ) := by
    rw [show 2 * (k + 1) = 2 * k + 1 + 1 by ring, Nat.factorial_succ (2 * k + 1),
      Nat.factorial_succ (2 * k)]
    push_cast
    ring
  rw [hfac, div_mul_div_comm, show 2 * (k + 1) = 2 + 2 * k by ring, pow_add]

/-- The total probability of `2k + 2` kinks is `(βΓ)² / ((2k+1)(2k+2))` times the total probability
of `2k` kinks. -/
theorem pair_insertion (β Γ : ℝ) (k : ℕ) :
    kinkProb β Γ (2 * (k + 1)) =
      (β * Γ) ^ 2 / ((2 * k + 1) * (2 * k + 2)) * kinkProb β Γ (2 * k) := by
  rw [kinkProb_even, kinkProb_even, ← div_div, weight_succ]
  ring

lemma hasSum_of_eq {f g : ℕ → ℝ} {a b : ℝ} (h : HasSum f a)
    (hf : ∀ k, g k = f k) (ha : b = a) : HasSum g b := by
  rw [ha, funext hf]
  exact h

/-- The probabilities of all even kink numbers add up to one. -/
theorem kinkProb_normalised (β Γ : ℝ) :
    HasSum (fun k : ℕ => kinkProb β Γ (2 * k)) 1 := by
  have h := (Real.hasSum_cosh (β * Γ)).div_const (Real.cosh (β * Γ))
  rw [div_self (Real.cosh_pos _).ne'] at h
  refine hasSum_of_eq h (fun k => ?_) rfl
  rw [kinkProb_even, div_div]

/-- The mean number of kinks is `βΓ tanh (βΓ)`. -/
theorem kink_mean (β Γ : ℝ) :
    HasSum (fun k : ℕ => (2 * k : ℝ) * kinkProb β Γ (2 * k))
      (β * Γ * Real.tanh (β * Γ)) := by
  -- removing one kink turns the weighted cosh series into the sinh series
  have h := (Real.hasSum_sinh (β * Γ)).mul_left (β * Γ / Real.cosh (β * Γ))
  rw [← hasSum_nat_add_iff' 1]
  refine hasSum_of_eq h (fun k => ?_) ?_
  · have hc := Real.cosh_pos (β * Γ)
    rw [kinkProb_even, show 2 * (k + 1) = 2 * k + 1 + 1 by ring,
      Nat.factorial_succ (2 * k + 1), pow_succ _ (2 * k + 1)]
    push_cast
    rw [div_mul_div_comm, ← mul_div_assoc, div_eq_div_iff (by positivity) (by positivity)]
    ring
  · rw [Finset.sum_range_one, Real.tanh_eq_sinh_div_cosh, Nat.cast_zero]
    ring

/-- The variance of the number of kinks is `βΓ tanh (βΓ) + (βΓ)² / cosh² (βΓ)`. -/
theorem kink_variance (β Γ : ℝ) :
    HasSum (fun k : ℕ =>
        ((2 * k : ℝ) - β * Γ * Real.tanh (β * Γ)) ^ 2 * kinkProb β Γ (2 * k))
      (β * Γ * Real.tanh (β * Γ) + (β * Γ) ^ 2 / Real.cosh (β * Γ) ^ 2) := by
  -- the second factorial moment follows from the pair-insertion ratio
  have h2 : HasSum (fun k : ℕ => (2 * k : ℝ) * (2 * k - 1) * kinkProb β Γ (2 * k))
      ((β * Γ) ^ 2) := by
    rw [← hasSum_nat_add_iff' 1]
    refine hasSum_of_eq ((kinkProb_normalised β Γ).mul_left ((β * Γ) ^ 2)) (fun k => ?_) ?_
    · have h1 : (2 * k + 1 : ℝ) ≠ 0 := by positivity
      have h2 : (2 * k + 2 : ℝ) ≠ 0 := by positivity
      rw [pair_insertion, ← mul_assoc]
      congr 1
      rw [← mul_div_assoc, div_eq_iff (mul_ne_zero h1 h2)]
      push_cast
      ring
    · simp
  have ht : 1 / Real.cosh (β * Γ) ^ 2 = 1 - Real.tanh (β * Γ) ^ 2 := by
    have hc := (Real.cosh_pos (β * Γ)).ne'
    rw [Real.tanh_eq_sinh_div_cosh, div_pow, eq_sub_iff_add_eq, ← add_div,
      div_eq_one_iff_eq (pow_ne_zero 2 hc), Real.cosh_sq]
    ring
  convert (h2.add ((kink_mean β Γ).mul_left (1 - 2 * (β * Γ * Real.tanh (β * Γ))))).add
    ((kinkProb_normalised β Γ).mul_left ((β * Γ * Real.tanh (β * Γ)) ^ 2)) using 1
  · funext k
    ring
  · linear_combination (β * Γ) ^ 2 * ht

/-- A normalised distribution over the number of kink pairs that obeys the pair-insertion
ratio is the kink distribution of the spin. -/
theorem kinkProb_unique (β Γ : ℝ) (q : ℕ → ℝ)
    (hstep : ∀ k : ℕ, q (k + 1) = (β * Γ) ^ 2 / ((2 * k + 1) * (2 * k + 2)) * q k)
    (hsum : HasSum q 1) (k : ℕ) : q k = kinkProb β Γ (2 * k) := by
  -- the ratio fixes every weight relative to the kink-free one
  have hq : ∀ n : ℕ, q n = q 0 * ((β * Γ) ^ (2 * n) / ((2 * n)! : ℝ)) := by
    intro n
    induction n with
    | zero => simp
    | succ n ih =>
      rw [hstep, ih, weight_succ]
      ring
  -- normalisation fixes the kink-free weight
  have hs : HasSum q (q 0 * Real.cosh (β * Γ)) := by
    exact hasSum_of_eq ((Real.hasSum_cosh (β * Γ)).mul_left (q 0)) hq rfl
  have h0 : q 0 = 1 / Real.cosh (β * Γ) := by
    rw [eq_div_iff (Real.cosh_pos _).ne']
    exact hs.unique hsum
  rw [hq k, h0, kinkProb_even, div_mul_div_comm, one_mul, mul_comm (Real.cosh _)]

end

end TransverseFieldKinks
```

```lean
#print axioms TransverseFieldKinks.kinkProb_odd
-- 'TransverseFieldKinks.kinkProb_odd' depends on axioms: [propext, Classical.choice, Quot.sound]
#print axioms TransverseFieldKinks.kink_variance
-- 'TransverseFieldKinks.kink_variance' depends on axioms: [propext, Classical.choice, Quot.sound]
#print axioms TransverseFieldKinks.kinkProb_unique
-- 'TransverseFieldKinks.kinkProb_unique' depends on axioms: [propext, Classical.choice, Quot.sound]
```

## World lines as orders of the exponential

In the $\sigma_z$ basis, $\sigma_x$ flips the spin. Expanding the Boltzmann operator in powers of $\Gamma$ gives a sum over histories in imaginary time, each flip being a kink. The $n$ flip times are ordered within an interval of length $\beta$, so integrating over them gives $\beta^n/n!$, and the term of order $n$ is

$$\frac{(-\beta H)^n}{n!}=\frac{(x\sigma_x)^n}{n!}.$$

The trace closes the world line: the spin must end in the state in which it began.

The file starts from this expansion with the times already integrated out. `hamiltonian` is a real $2\times2$ matrix, `partitionFunction` is the trace of the matrix exponential, and `kinkProb β Γ n` is the trace of the order-$n$ term divided by the partition function. Its argument counts kinks, whereas $k$ in the theorems counts pairs. The closed form of $p(2k)$ is therefore derived from the Hamiltonian.

The theorems hold for all real `β` and `Γ`, including $x=0$, where only the two kink-free world lines, one for each spin state, have weight. `HasSum` states that a series converges to the given value. The mean and variance are sums over even kink numbers only, which loses nothing because `kinkProb_odd` makes the odd probabilities zero.

The model is one spin without interactions or a longitudinal field. The positions of the kinks in time and the Monte Carlo moves themselves are not represented. In particular, the insertion ratio compares total probabilities of kink numbers; an acceptance probability also depends on how a move proposes the kink times.

## From the Boltzmann operator to the kink weights

The normalised eigenvectors of $\sigma_x$ are $(1,\pm1)/\sqrt2$, with eigenvalues $\pm1$. Since $-\beta H=x\sigma_x$, exponentiating the eigenvalues gives

$$e^{-\beta H}=\frac12\begin{pmatrix}1&1\\1&-1\end{pmatrix}\begin{pmatrix}e^x&0\\0&e^{-x}\end{pmatrix}\begin{pmatrix}1&1\\1&-1\end{pmatrix}=\begin{pmatrix}\cosh x&\sinh x\\\sinh x&\cosh x\end{pmatrix}.$$

`boltzmann_operator` does the same with the unnormalised eigenvectors as columns of `A` and with the factor $1/2$ placed in the inverse `B`. The lemma `Matrix.exp_units_conj` carries the exponential through the change of basis. Taking the trace and using the cosh series, `partitionFunction_eq` obtains

$$\operatorname{Tr}e^{-\beta H}=2\cosh x=2\sum_{k=0}^{\infty}\frac{x^{2k}}{(2k)!}.$$

For the individual orders, $\sigma_x^2=1$ and $\operatorname{Tr}\sigma_x=0$ give

$$\operatorname{Tr}\frac{(x\sigma_x)^{2k}}{(2k)!}=\frac{2x^{2k}}{(2k)!},\qquad \operatorname{Tr}\frac{(x\sigma_x)^{2k+1}}{(2k+1)!}=0.$$

The factor 2 counts the two starting states and cancels against the one in the partition function. These are `kinkProb_even` and `kinkProb_odd`. Dividing the cosh series by $\cosh x$ gives $\sum_k p(2k)=1$, which is `kinkProb_normalised`.

Because $(2k+2)!=(2k+2)(2k+1)(2k)!$, the total probabilities of successive even kink numbers are related by

$$p(2k+2)=\frac{x^2}{(2k+1)(2k+2)}\,p(2k).$$

The lemma `weight_succ` proves this for the unnormalised weights, and `pair_insertion` transfers it to the probabilities. The product form also covers $x=0$, where dividing by $p(2k)$ would fail for $k\ge1$.

## Mean and variance by removing kinks

In the mean, the term with $k=0$ vanishes. Shifting the index by one and cancelling a factor $2k+2$ against the factorial leaves the sinh series:

$$\sum_{k=0}^{\infty}2k\,p(2k)=\frac{x}{\cosh x}\sum_{k=0}^{\infty}\frac{x^{2k+1}}{(2k+1)!}=x\tanh x.$$

In `kink_mean`, `hasSum_nat_add_iff'` performs the shift, and the remaining steps compare the two series term by term.

For the second factorial moment, the same shift and the insertion ratio give

$$\sum_{k=0}^{\infty}2k(2k-1)p(2k)=\sum_{k=0}^{\infty}(2k+2)(2k+1)p(2k+2)=x^2\sum_{k=0}^{\infty}p(2k)=x^2.$$

This is the first intermediate result in `kink_variance`. Now write $N=2k$ for the kink number and $m=x\tanh x$ for its mean, and expand the squared deviation as

$$(N-m)^2=N(N-1)+(1-2m)N+m^2.$$

Averaging each part gives

$$x^2+(1-2m)m+m^2=m+x^2-m^2=x\tanh x+x^2(1-\tanh^2x).$$

The identity $1-\tanh^2x=1/\cosh^2x$ turns this into the stated variance. The proof adds the same three convergent series, and `linear_combination` closes the final identity.

## The insertion ratio determines the distribution

`kinkProb_unique` takes any real sequence $q_k$ that sums to one and satisfies

$$q_{k+1}=\frac{x^2}{(2k+1)(2k+2)}\,q_k.$$

Iterating from $k=0$ gives $q_k=q_0x^{2k}/(2k)!$, which the proof establishes by induction. Summing over $k$ gives $q_0\cosh x$. A series has only one sum, so $q_0\cosh x=1$, and hence $q_k=p(2k)$.

For this uncoupled spin, a simulation whose stationary distribution has only even kink numbers and the correct ratio between successive ones therefore has the correct kink histogram as a whole. A measured histogram that departs from $p(2k)$ by more than its statistical error can be examined ratio by ratio to find the kink numbers at which the discrepancy enters.
